# Bounds and fixed-kernel boost invariance for a discretised relativistic Hartree energy

In a heavy atom with open shells, the electrons can carry a current as well as a density. Their densities repel each other through the Coulomb interaction, while parallel currents lower the energy through the magnetic interaction. How far can the second effect offset the first?

In the mean-field energy of Dirac electrons with steady currents, with retardation neglected, the direct interaction is proportional to the double integral of \(n n' - \mathbf j\cdot\mathbf j'/c^2\) against \(1/|\mathbf r-\mathbf r'|\). Here \(n\) is the number density, \(\mathbf j\) the number current density and \(c\) the speed of light. The minus sign is that of the interaction Hamiltonian; the energy stored in the magnetic field, taken alone, is positive. Divide a bounded region of space into finitely many cells, and let \(n_a\) and \(\mathbf j_a\) be the density and current integrated over cell \(a\). If both are treated as uniform within each cell, the energy becomes

\[
E=\tfrac12\sum_{a,b}K_{ab}\left(n_a n_b-\frac{\mathbf j_a\cdot\mathbf j_b}{c^2}\right),
\]

where \(K_{ab}\) is the Coulomb interaction averaged over cells \(a\) and \(b\), with the charge prefactor absorbed. Such a kernel has nonnegative entries and a nonnegative quadratic form. If also \(\|\mathbf j_a\|\le c\,n_a\) in every cell, then \(E\) lies between zero and the Coulomb term. The magnetic term can at most cancel the Coulomb repulsion.

In four-component calculations the magnetic term is the direct part of the Gaunt interaction, and for a finite set of cells the result fixes its sign and limits its size.

In Lean 4 with Mathlib:

```lean
import Mathlib

open Finset

namespace RelativisticHartree

noncomputable section
```

## Currents, energy and boosts

Each cell holds a pair \((n,\mathbf j)\), with \(\mathbf j\) a vector in three-dimensional Euclidean space. The field `n` is called a density, but in the reading above it is the number of electrons in the cell.

```lean
/-- A four-current in one cell: the density `n` and the spatial current `j`. -/
structure FourCurrent where
  n : ℝ
  j : EuclideanSpace ℝ (Fin 3)
```

Charge cannot flow faster than light, so \(\|\mathbf j\|\le c\,n\). For Dirac orbitals this follows from the form of the current, \(\mathbf j=c\,\psi^\dagger\boldsymbol\alpha\psi\), and it survives summation over occupied orbitals and integration over a cell. Here it is a hypothesis. For \(c>0\) it also forces \(n\ge0\).

```lean
/-- The current does not exceed the density times the speed of light. -/
def IsCausal (c : ℝ) (p : FourCurrent) : Prop := ‖p.j‖ ≤ c * p.n
```

For \(p=(n,\mathbf j)\) and \(q=(m,\mathbf k)\), the relativistic combination is

\[
\langle p,q\rangle=nm-\frac{\mathbf j\cdot\mathbf k}{c^2}.
\]

This is the textbook Minkowski product of \((cn,\mathbf j)\) and \((cm,\mathbf k)\), with a positive time part, divided by \(c^2\).

```lean
/-- The Minkowski product `n m - j · k / c²` of two four-currents, for `c ≠ 0`. -/
def minkowski (c : ℝ) (p q : FourCurrent) : ℝ :=
  p.n * q.n - inner ℝ p.j q.j / c ^ 2
```

A frame moving with velocity \(\mathbf v\), where \(v=\|\mathbf v\|<c\), has the Lorentz factor \(\gamma=1/\sqrt{1-v^2/c^2}\).

```lean
/-- The Lorentz factor of a velocity `v` with `‖v‖ < c`. -/
def gamma (c : ℝ) (v : EuclideanSpace ℝ (Fin 3)) : ℝ :=
  1 / √(1 - ‖v‖ ^ 2 / c ^ 2)
```

In that frame a density \(n\) and a current density \(\mathbf j\) at one point become

\[
n'=\gamma\left(n-\frac{\mathbf v\cdot\mathbf j}{c^2}\right),\qquad
\mathbf j'=\mathbf j+\left(\kappa\,\mathbf v\cdot\mathbf j-\gamma n\right)\mathbf v,\qquad
\kappa=\frac{\gamma^2}{c^2(\gamma+1)}.
\]

Textbooks usually write \(\kappa=(\gamma-1)/v^2\). The two forms agree for \(v\neq0\), and the one used here is also regular at \(v=0\). Below, the same map is applied to the cell totals, which ignores the change of cell volume between frames.

```lean
/-- The four-current seen from a frame moving with velocity `v`, for `‖v‖ < c`. -/
def boost (c : ℝ) (v : EuclideanSpace ℝ (Fin 3)) (p : FourCurrent) : FourCurrent where
  n := gamma c v * (p.n - inner ℝ v p.j / c ^ 2)
  j := p.j + (gamma c v ^ 2 / (c ^ 2 * (gamma c v + 1)) * inner ℝ v p.j
    - gamma c v * p.n) • v
```

The cells are labelled by a finite type `ι`, and the kernel is a real matrix `K` over it. Its quadratic form is \(Q(x)=\sum_{a,b}K_{ab}x_ax_b\), without a factor \(\tfrac12\). No symmetry of \(K\) is assumed: an antisymmetric part drops out of every sum below.

```lean
variable {ι : Type*} [Fintype ι]

/-- The quadratic form of the interaction kernel. -/
def quadForm (K : Matrix ι ι ℝ) (x : ι → ℝ) : ℝ := ∑ a, ∑ b, K a b * x a * x b
```

The Coulomb term keeps only the densities, \(E_{\rm C}=\tfrac12\sum_{a,b}K_{ab}n_an_b\).

```lean
/-- The Coulomb term, the interaction of the densities alone. -/
def coulomb (K : Matrix ι ι ℝ) (J : ι → FourCurrent) : ℝ :=
  1 / 2 * ∑ a, ∑ b, K a b * ((J a).n * (J b).n)
```

The current-current term is

\[
E_{\rm J}=\frac{1}{2c^2}\sum_{a,b}K_{ab}\,\mathbf j_a\cdot\mathbf j_b .
\]

It is defined without the minus sign that it carries in the energy.

```lean
/-- The current-current term, without the minus sign it carries in the energy, for `c ≠ 0`. -/
def currentTerm (K : Matrix ι ι ℝ) (c : ℝ) (J : ι → FourCurrent) : ℝ :=
  1 / 2 * ((∑ a, ∑ b, K a b * inner ℝ (J a).j (J b).j) / c ^ 2)
```

The Hartree energy pairs all cells through the Minkowski product, \(E=\tfrac12\sum_{a,b}K_{ab}\langle p_a,p_b\rangle\), where \(p_a=(n_a,\mathbf j_a)\). The continuity condition for a steady current is not imposed, so the results hold for any assignment of currents that meets the stated hypotheses.

```lean
/-- The stationary relativistic Hartree energy of the four-currents, for `c ≠ 0`. -/
def hartree (K : Matrix ι ι ℝ) (c : ℝ) (J : ι → FourCurrent) : ℝ :=
  1 / 2 * ∑ a, ∑ b, K a b * minkowski c (J a) (J b)
```

## The sign of the current-current term

Inserting the definition of the product and separating the sums gives \(E=E_{\rm C}-E_{\rm J}\).

```lean
/-- The Hartree energy is the Coulomb term minus the current-current term. -/
theorem hartree_eq (K : Matrix ι ι ℝ) (c : ℝ) (J : ι → FourCurrent) :
    hartree K c J = coulomb K J - currentTerm K c J := by
  have h : ∑ a, ∑ b, K a b * minkowski c (J a) (J b)
      = ∑ a, ∑ b, K a b * ((J a).n * (J b).n)
        - (∑ a, ∑ b, K a b * inner ℝ (J a).j (J b).j) / c ^ 2 := by
    simp only [minkowski, mul_sub, sum_sub_distrib, sum_div, mul_div_assoc]
  rw [hartree, h, coulomb, currentTerm, mul_sub]
```

Writing the scalar product in components, with \(i=0,1,2\), gives

\[
\sum_{a,b}K_{ab}\,\mathbf j_a\cdot\mathbf j_b
=\sum_{i=0}^{2}\sum_{a,b}K_{ab}\,j_{a,i}\,j_{b,i}
=\sum_{i=0}^{2}Q(j_{\cdot,i}),
\]

where \(j_{\cdot,i}\) is the list of \(i\)-th components over all cells. If \(Q\) is never negative, then \(E_{\rm J}\ge0\).

```lean
/-- The current-current sum splits into one quadratic form per Cartesian component. -/
theorem current_sum_eq (K : Matrix ι ι ℝ) (J : ι → FourCurrent) :
    ∑ a, ∑ b, K a b * inner ℝ (J a).j (J b).j
      = ∑ i : Fin 3, quadForm K (fun a => (J a).j i) := by
  have e : ∀ u v : EuclideanSpace ℝ (Fin 3),
      inner ℝ u v = u 0 * v 0 + u 1 * v 1 + u 2 * v 2 := by
    intro u v
    simp [PiLp.inner_apply, Fin.sum_univ_three]
    ring
  simp only [Fin.sum_univ_three, quadForm, ← sum_add_distrib]
  refine sum_congr rfl fun a _ => sum_congr rfl fun b _ => ?_
  rw [e]
  ring
```

The auxiliary statement `e` is the component formula for the scalar product. The rest of the proof compares the double sums term by term.

## The product of two causal currents

Let \(p=(n,\mathbf j)\) and \(q=(m,\mathbf k)\) both satisfy the speed limit. By the Cauchy–Schwarz inequality,

\[
\mathbf j\cdot\mathbf k\le\|\mathbf j\|\,\|\mathbf k\|\le(cn)(cm)=c^2nm .
\]

Dividing by \(c^2\) gives \(\langle p,q\rangle\ge0\).

```lean
/-- Two causal four-currents have a nonnegative Minkowski product, for `c > 0`. -/
theorem minkowski_nonneg {c : ℝ} (hc : 0 < c) {p q : FourCurrent}
    (hp : IsCausal c p) (hq : IsCausal c q) : 0 ≤ minkowski c p q := by
  unfold IsCausal at hp hq
  have h1 := real_inner_le_norm p.j q.j
  have h2 : ‖p.j‖ * ‖q.j‖ ≤ (c * p.n) * (c * q.n) :=
    mul_le_mul hp hq (norm_nonneg _) ((norm_nonneg _).trans hp)
  rw [minkowski, sub_nonneg, div_le_iff₀ (by positivity)]
  linarith
```

Here `h1` is the first inequality and `h2` the second.

## Invariance of the product under a boost

For \(v<c\) the quantity \(1-v^2/c^2\) is positive. Hence \(\gamma>0\), and squaring its definition gives \(\gamma^2(1-v^2/c^2)=1\).

```lean
/-- For `‖v‖ < c` the Lorentz factor is positive and obeys `γ² (1 - v²/c²) = 1`. -/
theorem gamma_spec {c : ℝ} {v : EuclideanSpace ℝ (Fin 3)} (hv : ‖v‖ < c) :
    0 < gamma c v ∧ gamma c v ^ 2 * (1 - ‖v‖ ^ 2 / c ^ 2) = 1 := by
  have hc : 0 < c := (norm_nonneg v).trans_lt hv
  have hpos : 0 < 1 - ‖v‖ ^ 2 / c ^ 2 := by
    rw [sub_pos, div_lt_one (by positivity)]
    nlinarith [norm_nonneg v]
  refine ⟨one_div_pos.mpr (Real.sqrt_pos.mpr hpos), ?_⟩
  rw [gamma, div_pow, one_pow, Real.sq_sqrt hpos.le]
  exact one_div_mul_cancel hpos.ne'
```

Two relations for \(\kappa\) follow:

\[
\kappa(\gamma+1)=\frac{\gamma^2}{c^2},\qquad
\kappa v^2=\frac{\gamma^2v^2/c^2}{\gamma+1}=\frac{\gamma^2-1}{\gamma+1}=\gamma-1 .
\]

Set \(s=\mathbf v\cdot\mathbf j\) and \(t=\mathbf v\cdot\mathbf k\). The boosted product is

\[
\gamma^2\left(n-\frac{s}{c^2}\right)\left(m-\frac{t}{c^2}\right)
-\frac{1}{c^2}\Big[\mathbf j\cdot\mathbf k+(\kappa t-\gamma m)s+(\kappa s-\gamma n)t
+v^2(\kappa s-\gamma n)(\kappa t-\gamma m)\Big].
\]

Now collect coefficients:

- The coefficient of \(nm\) is \(\gamma^2(1-v^2/c^2)=1\).
- The coefficient of \(sm\), and likewise of \(tn\), is \(\frac{\gamma}{c^2}(1-\gamma+\kappa v^2)=0\).
- The coefficient of \(st\) is \(\frac{1}{c^2}\left(\frac{\gamma^2}{c^2}-\kappa(2+\kappa v^2)\right)=\frac{1}{c^2}\left(\frac{\gamma^2}{c^2}-\kappa(\gamma+1)\right)=0\).

What remains is \(nm-\mathbf j\cdot\mathbf k/c^2\), the original product.

```lean
/-- A common boost with `‖v‖ < c` preserves the Minkowski product of two four-currents. -/
theorem minkowski_boost {c : ℝ} {v : EuclideanSpace ℝ (Fin 3)} (hv : ‖v‖ < c)
    (p q : FourCurrent) :
    minkowski c (boost c v p) (boost c v q) = minkowski c p q := by
  have hc : 0 < c := (norm_nonneg v).trans_lt hv
  obtain ⟨hg, h1⟩ := gamma_spec hv
  simp only [minkowski, boost, inner_add_left, inner_add_right, real_inner_smul_left,
    real_inner_smul_right, real_inner_self_eq_norm_sq]
  rw [real_inner_comm v p.j]
  generalize gamma c v = g at *
  -- the two relations that fix the longitudinal coefficient of the boost
  have hk : g ^ 2 / (c ^ 2 * (g + 1)) * (g + 1) = g ^ 2 / c ^ 2 := by
    have : g + 1 ≠ 0 := by positivity
    field_simp
  have hks : g ^ 2 / (c ^ 2 * (g + 1)) * ‖v‖ ^ 2 = g - 1 := by
    have e : ‖v‖ ^ 2 / c ^ 2 * c ^ 2 = ‖v‖ ^ 2 := div_mul_cancel₀ _ (by positivity)
    rw [div_mul_eq_mul_div, div_eq_iff (by positivity)]
    linear_combination (-c ^ 2) * h1 - g ^ 2 * e
  generalize g ^ 2 / (c ^ 2 * (g + 1)) = k at *
  linear_combination p.n * q.n * h1
    + (inner ℝ v p.j * q.n + inner ℝ v q.j * p.n) * g / c ^ 2 * hks
    - inner ℝ v p.j * inner ℝ v q.j / c ^ 2 * (hk + k * hks)
```

The relations for \(\kappa\) are `hk` and `hks`, and the code abbreviates \(\gamma\) to `g` and \(\kappa\) to `k`. The final `linear_combination` lists the multiples of the three relations that make the coefficients come out as above.

The speed limit itself also holds in the new frame. Taking \(q=p\), invariance gives \(n'^2-\|\mathbf j'\|^2/c^2=\langle p,p\rangle\ge0\), so \(\|\mathbf j'\|^2\le c^2n'^2\). To take the square root one needs \(n'\ge0\). This follows from \(\mathbf v\cdot\mathbf j\le\|\mathbf v\|\,\|\mathbf j\|\le c^2n\). Hence \(\|\mathbf j'\|\le c\,n'\).

```lean
/-- A boost with `‖v‖ < c` takes causal four-currents to causal four-currents. -/
theorem boost_causal {c : ℝ} {v : EuclideanSpace ℝ (Fin 3)} (hv : ‖v‖ < c)
    {p : FourCurrent} (hp : IsCausal c p) : IsCausal c (boost c v p) := by
  have hc : 0 < c := (norm_nonneg v).trans_lt hv
  have h := minkowski_nonneg hc hp hp
  rw [← minkowski_boost hv p p, minkowski, real_inner_self_eq_norm_sq, sub_nonneg,
    div_le_iff₀ (by positivity)] at h
  unfold IsCausal at hp ⊢
  -- the boosted density stays nonnegative
  have hn : 0 ≤ (boost c v p).n := by
    refine mul_nonneg (gamma_spec hv).1.le ?_
    rw [sub_nonneg, div_le_iff₀ (by positivity)]
    have h1 := real_inner_le_norm v p.j
    have h2 : ‖v‖ * ‖p.j‖ ≤ c * (c * p.n) :=
      mul_le_mul hv.le hp (norm_nonneg _) hc.le
    linarith
  by_contra hlt
  nlinarith [mul_nonneg hc.le hn, not_le.mp hlt]
```

The sign of the boosted density is `hn`. The square root is replaced by a contradiction: if \(\|\mathbf j'\|>c\,n'\ge0\), the squares would be ordered the wrong way.

## The bounds and the invariance of the energy

Three conclusions are now short:

- Every term \(K_{ab}\langle p_a,p_b\rangle\) is a product of nonnegative numbers, so \(E\ge0\).
- Since \(E_{\rm J}\ge0\), also \(E=E_{\rm C}-E_{\rm J}\le E_{\rm C}\).
- A common boost leaves each \(\langle p_a,p_b\rangle\) unchanged, and therefore leaves \(E\) unchanged as long as the numbers \(K_{ab}\) stay the same.

In the theorem, `hK0` says that the entries of the kernel are nonnegative, `hK` that its quadratic form is nonnegative, and `hJ` that every cell obeys the speed limit. The boost velocity may be any `v` with `‖v‖ < c`.

```lean
/-- For causal four-currents, `c > 0`, and a positive semidefinite kernel with nonnegative
entries, the Hartree energy lies between zero and the Coulomb term, and it is unchanged by
a common boost of all four-currents at fixed kernel. -/
theorem hartree_bounds_and_invariance {K : Matrix ι ι ℝ} {c : ℝ} {J : ι → FourCurrent}
    (hc : 0 < c) (hK0 : ∀ a b, 0 ≤ K a b) (hK : ∀ x, 0 ≤ quadForm K x)
    (hJ : ∀ a, IsCausal c (J a)) :
    0 ≤ hartree K c J ∧ hartree K c J ≤ coulomb K J ∧
      ∀ v, ‖v‖ < c → hartree K c (fun a => boost c v (J a)) = hartree K c J := by
  refine ⟨?_, ?_, fun v hv => ?_⟩
  · exact mul_nonneg (by norm_num) (sum_nonneg fun a _ => sum_nonneg fun b _ =>
      mul_nonneg (hK0 a b) (minkowski_nonneg hc (hJ a) (hJ b)))
  · have h : 0 ≤ currentTerm K c J := by
      rw [currentTerm, current_sum_eq]
      exact mul_nonneg (by norm_num)
        (div_nonneg (sum_nonneg fun i _ => hK _) (sq_nonneg c))
    linarith [hartree_eq K c J]
  · simp only [hartree, minkowski_boost hv]
```

The three bullets of the proof are the three conclusions in order. The lower bound uses `hK0` and `hJ`, the upper bound uses `hK`, and the invariance needs only `‖v‖ < c`.

The fixed kernel separates this invariance from a real change of frame. There the volumes of the cells and the distances between them change, and the charge distribution generally moves, so the cell totals and the interaction between cells would have to be transformed accordingly. What is shown is that the way densities and currents combine is Lorentz invariant. The total energy of an isolated system, which is one component of a four-vector, is not claimed to be.

## When the bounds are reached

Suppose that \(Q(x)>0\) for every nonzero \(x\). If \(E=E_{\rm C}\), then \(E_{\rm J}=0\), and so \(\sum_iQ(j_{\cdot,i})=0\). A sum of nonnegative terms vanishes only if each term does, so \(Q(j_{\cdot,i})=0\) for each \(i\), and every component of every current is zero. Conversely, without currents \(E_{\rm J}=0\). With such a kernel, any nonvanishing current therefore lowers the energy strictly below the Coulomb term. The speed limit is not needed here.

```lean
/-- For a positive definite kernel and `c > 0`, the Hartree energy equals the Coulomb term
exactly when every current vanishes. -/
theorem hartree_eq_coulomb_iff {K : Matrix ι ι ℝ} {c : ℝ} {J : ι → FourCurrent}
    (hc : 0 < c) (hK : ∀ x, x ≠ 0 → 0 < quadForm K x) :
    hartree K c J = coulomb K J ↔ ∀ a, (J a).j = 0 := by
  constructor
  · intro h
    have hnn : ∀ x, 0 ≤ quadForm K x := by
      intro x
      by_cases hx : x = 0
      · simp [hx, quadForm]
      · exact (hK x hx).le
    have h0 : currentTerm K c J = 0 := by linarith [hartree_eq K c J]
    have hs : ∑ i : Fin 3, quadForm K (fun a => (J a).j i) = 0 := by
      rw [currentTerm, current_sum_eq] at h0
      have h1 := (mul_eq_zero.mp h0).resolve_left (by norm_num)
      exact (div_eq_zero_iff.mp h1).resolve_right (by positivity)
    -- each Cartesian component has zero energy, hence vanishes
    have hi := (sum_eq_zero_iff_of_nonneg fun i _ => hnn _).mp hs
    intro a
    ext i
    have hx : (fun a => (J a).j i) = 0 := by
      by_contra hne
      exact (hK _ hne).ne' (hi i (mem_univ i))
    exact congrFun hx a
  · intro h
    simp [hartree_eq, currentTerm, h]
```

The step from the vanishing sum to its vanishing terms is `hi`, and `hx` applies positive definiteness to one component at a time.

At the other end, let all charge move at the speed of light in one direction, \(\mathbf j_a=c\,n_a\mathbf e\) with \(\|\mathbf e\|=1\). Then

\[
\langle p_a,p_b\rangle=n_an_b-\frac{c^2n_an_b\,\mathbf e\cdot\mathbf e}{c^2}=0
\]

for every pair, and \(E=0\) whatever the kernel. When the densities are nonnegative, these currents obey the speed limit, so the lower bound is reached even with charge present: the magnetic term cancels the Coulomb repulsion completely. This is a limiting case of the inequality, not a stationary state of an atom. In a steady, localised distribution the total current is zero, so the currents cannot all point in one direction.

```lean
/-- The Hartree energy vanishes when all currents have the form `c n e` with one common
unit vector `e`, for `c > 0`. -/
theorem hartree_lightlike (K : Matrix ι ι ℝ) {c : ℝ} {J : ι → FourCurrent} (hc : 0 < c)
    {e : EuclideanSpace ℝ (Fin 3)} (he : ‖e‖ = 1)
    (hJ : ∀ a, (J a).j = (c * (J a).n) • e) : hartree K c J = 0 := by
  have h : ∀ a b, minkowski c (J a) (J b) = 0 := by
    intro a b
    rw [minkowski, hJ a, hJ b, real_inner_smul_left, real_inner_smul_right,
      real_inner_self_eq_norm_sq, he, sub_eq_zero, eq_div_iff (by positivity)]
    ring
  simp [hartree, h]

end

end RelativisticHartree
```

```lean
#print axioms RelativisticHartree.boost_causal
#print axioms RelativisticHartree.hartree_bounds_and_invariance
#print axioms RelativisticHartree.hartree_eq_coulomb_iff
#print axioms RelativisticHartree.hartree_lightlike
```

```
'RelativisticHartree.boost_causal' depends on axioms: [propext, Classical.choice, Quot.sound]
'RelativisticHartree.hartree_bounds_and_invariance' depends on axioms: [propext, Classical.choice, Quot.sound]
'RelativisticHartree.hartree_eq_coulomb_iff' depends on axioms: [propext, Classical.choice, Quot.sound]
'RelativisticHartree.hartree_lightlike' depends on axioms: [propext, Classical.choice, Quot.sound]
```
